# A Gaussian transfer rate obeys detailed balance exactly when its squared width is twice the reorganisation energy times the thermal energy

When a hopping or master-equation code replaces the energy-conserving delta function in a golden-rule rate by a Gaussian, someone has to choose the width. When a given positive reorganisation energy shifts the centre of the Gaussian away from zero energy difference, that choice also sets the ratio of uphill to downhill transfer between two sites, and so the temperature at which their populations settle.

Let \(D\) be the final site energy minus the initial one, \(\lambda\) the reorganisation energy, \(\sigma\) the width, and \(T\) the thermal energy, which textbooks write \(k_BT\). In units of its maximum, the rate is

\[
k(D)=\exp\!\left(-\frac{(D+\lambda)^2}{2\sigma^2}\right).
\]

For \(\lambda,\sigma,T>0\),

\[
k(D)=e^{-D/T}\,k(-D)\ \text{ for all real } D
\quad\Longleftrightarrow\quad
\sigma^2=2\lambda T .
\]

A single nonzero \(D\) already forces this width.

## Where the width enters a simulation

The criterion bears on kinetic Monte Carlo and rate-equation models of charge or energy transfer between localised states, provided that the line shape is Gaussian and that both directions share the same \(\lambda\), \(\sigma\) and prefactor. A width chosen to smooth a discrete spectrum will in general miss the value \(2\lambda T\) for its square.

Take \(\lambda=0.2\) eV and \(T=0.025\) eV. The required width is \(\sigma=\sqrt{0.01}\) eV \(=0.1\) eV. For two sites 0.1 eV apart,

\[
\frac{k(-0.1\text{ eV})}{k(0.1\text{ eV})}=\frac{e^{-0.5}}{e^{-4.5}}=e^{4},
\]

which is the Boltzmann ratio \(e^{0.1/0.025}\). With \(\sigma=0.2\) eV the ratio drops to \(e^{1}\), and the two sites equilibrate as if the thermal energy were 0.1 eV, four times too high.

With several sites there is a second question: can every bond be in balance at once? Consider three sites in a loop, where each bond has its own reorganisation energy and width. Positive populations that balance all three bonds exist for every choice of site energies if and only if \(\lambda/\sigma^2\) is the same on each bond. With one common smearing width, the three reorganisation energies must be equal.

## From balanced flows to a linear relation

Let two sites have energies \(x,y\) and positive populations \(p,q\). Equal flows in both directions mean \(p\,k(y-x)=q\,k(x-y)\). Taking logarithms gives

\[
\ln q-\ln p=\frac{(x-y+\lambda)^2-(y-x+\lambda)^2}{2\sigma^2}.
\]

The squares of \(y-x\) and of \(\lambda\) cancel, and the cross terms leave

\[
\sigma^2(\ln q-\ln p)=-2\lambda(y-x).
\]

Now put \(x=0\), \(y=D\), \(p=1\) and \(q=e^{-D/T}\). Balance of this bond is the detailed-balance identity at \(D\), and the linear relation becomes \(-\sigma^2D/T=-2\lambda D\), or

\[
D(\sigma^2-2\lambda T)=0 .
\]

For \(D\neq0\) this is \(\sigma^2=2\lambda T\). Conversely, that width satisfies the relation at every \(D\).

The condition \(D\neq0\) excludes a real failure. At \(D=0\) both sides of the identity are \(k(0)\), whatever the width. With \(\lambda=\sigma=T=1\) in common units the identity holds there, although \(\sigma^2=1\) and \(2\lambda T=2\). The ratio of forward to backward rates between degenerate sites therefore says nothing about the width.

## Comparing the bonds of a loop

Let the sites have energies \(x,y,z\) and populations \(p,q,r\). The bonds \(x\)–\(y\), \(y\)–\(z\) and \(z\)–\(x\) have reorganisation energies \(a,b,c\) and widths \(s,t,u\).

Suppose that balancing populations exist for all site energies. Choose energies \((0,1,0)\) in some energy unit. The third bond joins equal energies, so \(r=p\). The first two bonds then give

\[
\ln q-\ln p=-\frac{2a}{s^2}=-\frac{2b}{t^2},
\]

hence \(at^2=bs^2\). Energies \((0,0,1)\) give \(q=p\) from the first bond, and the other two give

\[
\ln r-\ln q=-\frac{2b}{t^2}=-\frac{2c}{u^2},
\]

hence \(bu^2=ct^2\).

Conversely, if the ratios agree, set \(m=2a/s^2=2b/t^2=2c/u^2\) and take populations \(e^{-mx},e^{-my},e^{-mz}\). On the first bond,

\[
s^2(-my+mx)=-2a(y-x),
\]

and the other two follow in the same way. If \(s=t=u\), the condition reduces to \(a=b=c\).

## The Lean definitions and proofs

```lean
import Mathlib

noncomputable section

namespace GaussianRateDetailedBalance

/-- The Gaussian-broadened transfer rate at energy change `D`, with reorganisation energy `lam`
and nonzero width `sig`, in units of its maximum. -/
def rate (lam sig D : ℝ) : ℝ :=
  Real.exp (-(D + lam) ^ 2 / (2 * sig ^ 2))

/-- Two sites with energies `x`, `y` and populations `p`, `q` exchange equal flows in both
directions through a bond with Gaussian rates. -/
def BondBalanced (lam sig x y p q : ℝ) : Prop :=
  p * rate lam sig (y - x) = q * rate lam sig (x - y)

/-- Three sites with energies `x`, `y`, `z` are joined in a loop by bonds with reorganisation
energies `a`, `b`, `c` and widths `s`, `t`, `u`; some positive populations balance every bond. -/
def LoopEquilibrium (a b c s t u x y z : ℝ) : Prop :=
  ∃ p q r : ℝ, 0 < p ∧ 0 < q ∧ 0 < r ∧
    BondBalanced a s x y p q ∧ BondBalanced b t y z q r ∧ BondBalanced c u z x r p

/-- For nonzero width and positive populations, a bond is balanced exactly when the difference of
the log-populations, times the squared width, is minus twice the reorganisation energy times the
energy difference. -/
theorem bondBalanced_iff (lam : ℝ) {sig : ℝ} (hs : sig ≠ 0) (x y : ℝ) {p q : ℝ}
    (hp : 0 < p) (hq : 0 < q) :
    BondBalanced lam sig x y p q ↔
      sig ^ 2 * (Real.log q - Real.log p) = -2 * lam * (y - x) := by
  -- write the populations as exponentials and compare exponents
  obtain ⟨P, rfl⟩ : ∃ P, Real.exp P = p := ⟨_, Real.exp_log hp⟩
  obtain ⟨Q, rfl⟩ : ∃ Q, Real.exp Q = q := ⟨_, Real.exp_log hq⟩
  unfold BondBalanced rate
  rw [Real.log_exp, Real.log_exp, ← Real.exp_add, ← Real.exp_add, Real.exp_eq_exp]
  -- the quadratic terms cancel in the difference of the exponents
  have key : (P + -(y - x + lam) ^ 2 / (2 * sig ^ 2))
      - (Q + -(x - y + lam) ^ 2 / (2 * sig ^ 2))
      = -(sig ^ 2 * (Q - P) + 2 * lam * (y - x)) / sig ^ 2 := by
    field_simp
    ring
  constructor
  · intro h
    have h0 : -(sig ^ 2 * (Q - P) + 2 * lam * (y - x)) / sig ^ 2 = 0 := by
      rw [← key]
      exact sub_eq_zero.mpr h
    have h1 := (div_eq_zero_iff.mp h0).resolve_right (pow_ne_zero 2 hs)
    linarith
  · intro h
    have h1 : -(sig ^ 2 * (Q - P) + 2 * lam * (y - x)) = 0 := by linarith
    apply sub_eq_zero.mp
    rw [key, h1, zero_div]

/-- At any single nonzero energy change, and for nonzero width and temperature, the Gaussian rate
obeys detailed balance exactly when the squared width is `2 * lam * T`. -/
theorem detailed_balance_at_iff (lam : ℝ) {sig T D : ℝ} (hs : sig ≠ 0) (hT : T ≠ 0)
    (hD : D ≠ 0) :
    rate lam sig D = Real.exp (-D / T) * rate lam sig (-D) ↔ sig ^ 2 = 2 * lam * T := by
  -- this is a balanced bond with populations 1 and exp (-D / T)
  have hb := bondBalanced_iff lam hs 0 D one_pos (Real.exp_pos (-D / T))
  simp only [BondBalanced, Real.log_exp, Real.log_one, sub_zero, zero_sub, one_mul] at hb
  rw [hb]
  have e : -D / T * T = -D := div_mul_cancel₀ _ hT
  constructor
  · intro h
    have h0 : D * (sig ^ 2 - 2 * lam * T) = 0 := by
      linear_combination (-T) * h + sig ^ 2 * e
    exact sub_eq_zero.mp ((mul_eq_zero.mp h0).resolve_left hD)
  · intro h
    linear_combination (-D / T) * h + 2 * lam * e

/-- For nonzero width and temperature, the Gaussian rate obeys detailed balance at all energy
changes if and only if the squared width is `2 * lam * T`. -/
theorem detailed_balance_iff (lam : ℝ) {sig T : ℝ} (hs : sig ≠ 0) (hT : T ≠ 0) :
    (∀ D : ℝ, rate lam sig D = Real.exp (-D / T) * rate lam sig (-D)) ↔
      sig ^ 2 = 2 * lam * T := by
  constructor
  · intro h
    exact (detailed_balance_at_iff lam hs hT one_ne_zero).mp (h 1)
  · intro h D
    by_cases hD : D = 0
    · subst hD
      simp
    · exact (detailed_balance_at_iff lam hs hT hD).mpr h

/-- A loop of three sites with nonzero bond widths has balancing positive populations for all site
energies if and only if the ratio of reorganisation energy to squared width is the same on every
bond. -/
theorem loop_equilibrium_iff (a b c : ℝ) {s t u : ℝ} (hs : s ≠ 0) (ht : t ≠ 0) (hu : u ≠ 0) :
    (∀ x y z : ℝ, LoopEquilibrium a b c s t u x y z) ↔
      a * t ^ 2 = b * s ^ 2 ∧ b * u ^ 2 = c * t ^ 2 := by
  constructor
  · intro h
    constructor
    · -- raise only the second site: the first and third populations agree
      obtain ⟨p, q, r, hp, hq, hr, h1, h2, h3⟩ := h 0 1 0
      rw [bondBalanced_iff a hs _ _ hp hq] at h1
      rw [bondBalanced_iff b ht _ _ hq hr] at h2
      rw [bondBalanced_iff c hu _ _ hr hp] at h3
      have h4 : u ^ 2 * (Real.log p - Real.log r) = 0 := by linarith
      have h5 := (mul_eq_zero.mp h4).resolve_left (pow_ne_zero 2 hu)
      have h6 : Real.log r = Real.log p := by linarith
      rw [h6] at h2
      linear_combination (t ^ 2 / 2) * h1 + (s ^ 2 / 2) * h2
    · -- raise only the third site: the first and second populations agree
      obtain ⟨p, q, r, hp, hq, hr, h1, h2, h3⟩ := h 0 0 1
      rw [bondBalanced_iff a hs _ _ hp hq] at h1
      rw [bondBalanced_iff b ht _ _ hq hr] at h2
      rw [bondBalanced_iff c hu _ _ hr hp] at h3
      have h4 : s ^ 2 * (Real.log q - Real.log p) = 0 := by linarith
      have h5 := (mul_eq_zero.mp h4).resolve_left (pow_ne_zero 2 hs)
      have h6 : Real.log q = Real.log p := by linarith
      rw [h6] at h2
      linear_combination (u ^ 2 / 2) * h2 + (t ^ 2 / 2) * h3
  · rintro ⟨hab, hbc⟩ x y z
    -- the common slope m of the log-populations
    obtain ⟨m, hm⟩ : ∃ m : ℝ, m * s ^ 2 = 2 * a :=
      ⟨2 * a / s ^ 2, div_mul_cancel₀ _ (pow_ne_zero 2 hs)⟩
    have hmt : m * t ^ 2 = 2 * b := by
      apply mul_right_cancel₀ (pow_ne_zero 2 hs)
      linear_combination t ^ 2 * hm + 2 * hab
    have hmu : m * u ^ 2 = 2 * c := by
      apply mul_right_cancel₀ (pow_ne_zero 2 ht)
      linear_combination u ^ 2 * hmt + 2 * hbc
    refine ⟨Real.exp (-(m * x)), Real.exp (-(m * y)), Real.exp (-(m * z)),
      Real.exp_pos _, Real.exp_pos _, Real.exp_pos _, ?_, ?_, ?_⟩
    · rw [bondBalanced_iff a hs _ _ (Real.exp_pos _) (Real.exp_pos _),
        Real.log_exp, Real.log_exp]
      linear_combination (x - y) * hm
    · rw [bondBalanced_iff b ht _ _ (Real.exp_pos _) (Real.exp_pos _),
        Real.log_exp, Real.log_exp]
      linear_combination (y - z) * hmt
    · rw [bondBalanced_iff c hu _ _ (Real.exp_pos _) (Real.exp_pos _),
        Real.log_exp, Real.log_exp]
      linear_combination (z - x) * hmu

/-- With one common nonzero smearing width on all three bonds, the loop has balancing positive
populations for all site energies if and only if the three reorganisation energies are equal. -/
theorem common_width_loop_iff (a b c : ℝ) {sig : ℝ} (hs : sig ≠ 0) :
    (∀ x y z : ℝ, LoopEquilibrium a b c sig sig sig x y z) ↔ a = b ∧ b = c := by
  rw [loop_equilibrium_iff a b c hs hs hs, mul_left_inj' (pow_ne_zero 2 hs),
    mul_left_inj' (pow_ne_zero 2 hs)]

end GaussianRateDetailedBalance
```

```lean
#print axioms GaussianRateDetailedBalance.detailed_balance_at_iff
#print axioms GaussianRateDetailedBalance.detailed_balance_iff
#print axioms GaussianRateDetailedBalance.common_width_loop_iff
```

```
'GaussianRateDetailedBalance.detailed_balance_at_iff' depends on axioms: [propext, Classical.choice, Quot.sound]
'GaussianRateDetailedBalance.detailed_balance_iff' depends on axioms: [propext, Classical.choice, Quot.sound]
'GaussianRateDetailedBalance.common_width_loop_iff' depends on axioms: [propext, Classical.choice, Quot.sound]
```

## Reading the theorems and their proofs

`rate lam sig D` is \(k(D)\), a dimensionless number and not a rate per second. All energies, widths and populations are real numbers in consistent units. `BondBalanced` is the equality of the two flows on a bond, and `LoopEquilibrium` says that some positive `p`, `q`, `r` balance all three bonds. The populations need not sum to one; dividing them by their sum changes no balance condition. In the loop, `t` is a width, not a time.

`detailed_balance_iff` is the criterion for all energy changes, and `detailed_balance_at_iff` is the version for one nonzero `D`. Both assume only that `sig` and `T` are nonzero and leave `lam` unrestricted, so the positive physical values are included. `loop_equilibrium_iff` writes equality of the ratios as two products, `a * t ^ 2 = b * s ^ 2` and `b * u ^ 2 = c * t ^ 2`. `common_width_loop_iff` is the case of a single width.

The logarithm step is `bondBalanced_iff`. Its proof writes the populations as exponentials and uses `Real.exp_eq_exp` to compare exponents. The identity `key` carries out the cancellation of squares, with `field_simp` and `ring` doing the algebra, and the nonzero width then clears the denominator.

`detailed_balance_at_iff` inserts the populations \(1\) and \(e^{-D/T}\), uses `linear_combination` to reach \(D(\sigma^2-2\lambda T)=0\), and cancels \(D\). For all energy changes, the forward direction needs only \(D=1\), while the reverse direction treats \(D=0\) separately.

The loop proof uses the same two sets of site energies as above, `0 1 0` and `0 0 1`. In the reverse direction `m` is the shared slope, `hm`, `hmt` and `hmu` relate it to the three bonds, and `linear_combination` verifies each balance relation. The common-width theorem follows by cancelling the nonzero squared width.

## What a balanced loop says about temperature

No temperature appears in the loop theorems. A loop whose bonds share one ratio \(\lambda/\sigma^2\) has a consistent equilibrium, but for positive \(\lambda\) its thermal energy is \(\sigma^2/(2\lambda)\), which may differ from the value set in the input. Boltzmann populations at a prescribed \(T\), for all site energies, require \(\sigma^2=2\lambda T\) on each bond.

The loop condition also concerns all site energies at fixed bond parameters. Particular energies can balance without it; three degenerate sites always do. Where balance fails, the stationary state of the three-site rate equations carries a circulating current, a standard consequence of positive rates that is added here as physics and is not part of the Lean proofs.

The step left to the user is to identify the rate in the code with this Gaussian times a prefactor that is equal in both directions. Classical harmonic modes in thermal equilibrium at \(T\), coupled linearly to the site energies, supply such a line shape, with \(\sigma^2=2\lambda T\), when the transfer coupling is weak and does not depend on the modes. Quantised vibrations at low temperature generally give a different one, and the criterion for the width does not then apply. A direction-dependent prefactor changes the ratio of forward to backward rates and has to be included in the balance condition.
